# The sign of Tr(J²) separates saddles from vortices on a stagnation line of a divergence-free current density

A real $3\times3$ matrix can have eigenvalues that are not real, so the first decision is what counts as an eigenvalue of the Jacobian of a real current density. Here it is a complex number $\mu$ for which some nonzero complex vector $v$ satisfies $Jv=\mu v$. Saddle and vortex are then defined by the complete set of such numbers, not by a picture of the streamlines.

The setting is the current density $\mathbf j$ that a magnetic field induces in a molecule. Its Jacobian at a point is $J$, where $J_{ij}$ is the derivative of component $i$ along axis $j$, and the indices run over $0,1,2$ as in the code.

```lean
import Mathlib

open Matrix Polynomial

namespace CurrentDensityStagnation

noncomputable section
```

One scalar built from $J$ appears throughout, the trace of its square, written `trSq J` in Lean.

```lean
/-- The trace of the square of the current Jacobian, `Tr(J²)`. -/
def trSq (J : Matrix (Fin 3) (Fin 3) ℝ) : ℝ := (J * J).trace
```

The eigenvalue definition regards the real entries of $J$ as complex numbers (`J.map Complex.ofReal`) and lets the result act on complex vectors.

```lean
/-- The complex number `μ` is an eigenvalue of the real Jacobian `J`: some nonzero complex
vector `v` satisfies `J v = μ v`. -/
def IsEigenvalue (J : Matrix (Fin 3) (Fin 3) ℝ) (μ : ℂ) : Prop :=
  ∃ v : Fin 3 → ℂ, v ≠ 0 ∧ J.map Complex.ofReal *ᵥ v = μ • v
```

At a saddle, the eigenvalues are $0$ and a nonzero real pair $\pm a$: the linearised current flows in along one direction and out along another.

```lean
/-- Saddle: the eigenvalues of `J` are exactly `0`, `a` and `-a` with `a` real and nonzero. -/
def IsSaddle (J : Matrix (Fin 3) (Fin 3) ℝ) : Prop :=
  ∃ a : ℝ, a ≠ 0 ∧ ∀ μ : ℂ, IsEigenvalue J μ ↔ μ = 0 ∨ μ = a ∨ μ = -a
```

At a vortex, they are $0$ and a nonzero imaginary pair $\pm ia$: the linearised current circulates.

```lean
/-- Vortex: the eigenvalues of `J` are exactly `0`, `ia` and `-ia` with `a` real and nonzero. -/
def IsVortex (J : Matrix (Fin 3) (Fin 3) ℝ) : Prop :=
  ∃ a : ℝ, a ≠ 0 ∧ ∀ μ : ℂ,
    IsEigenvalue J μ ↔ μ = 0 ∨ μ = a * Complex.I ∨ μ = -(a * Complex.I)
```

The last two definitions are the symmetric part of the Jacobian, called the strain $S$, and the curl $\omega=\nabla\times\mathbf j$.

```lean
/-- The strain part of the Jacobian, `S = (J + Jᵀ)/2`. -/
def strain (J : Matrix (Fin 3) (Fin 3) ℝ) : Matrix (Fin 3) (Fin 3) ℝ :=
  (1 / 2 : ℝ) • (J + Jᵀ)

/-- The curl of the current density, where `J i j` is the derivative of component `i`
along axis `j`. -/
def curl (J : Matrix (Fin 3) (Fin 3) ℝ) : Fin 3 → ℝ :=
  ![J 2 1 - J 1 2, J 0 2 - J 2 0, J 1 0 - J 0 1]
```

Two conditions recur below. The first, $\operatorname{Tr}J=0$, is the continuity equation $\nabla\cdot\mathbf j=0$ of a stationary state, and it is assumed. The second, $\det J=0$, is a hypothesis of most parts, and part (a) derives it from a line of zeros.

The results apply to the analysis of stagnation lines in induced current densities, as a statement about the linearisation at a single point of the line. They do not follow streamlines away from that point. A current density computed in a finite basis may also satisfy continuity only approximately, and then the hypothesis $\operatorname{Tr}J=0$ holds only approximately.

## (a) A line of zeros makes the Jacobian singular

Let $\gamma(s)$ be a curve with nonzero tangent $t=\gamma'(0)$, and let $\mathbf j(\gamma(s))=0$ for all $s$ near $0$. With $J$ the Jacobian of $\mathbf j$ at $\gamma(0)$, show that
$$\det J=0.$$

**Solution.** By the chain rule,
$$\left.\frac{d}{ds}\,\mathbf j(\gamma(s))\right|_{s=0}=J\,t .$$
The function being differentiated is zero near $s=0$, so its derivative there is zero. Hence $Jt=0$ with $t\neq0$, and a matrix that annihilates a nonzero vector has zero determinant.

In Lean, `hj` says that $\mathbf j$ is differentiable at $\gamma(0)$ with derivative $J$, and `h0` says that the current vanishes along the curve near $s=0$. The steps `h1` and `h2` compute the same derivative in two ways, and uniqueness of the derivative gives `h3`, which is $Jt=0$.

```lean
variable {J : Matrix (Fin 3) (Fin 3) ℝ}

/-- If the current density `j` vanishes along a curve `γ` near `γ 0`, where `γ` has a nonzero
tangent `t` and `j` has Jacobian `J`, then `det J = 0`. -/
theorem det_eq_zero_of_stagnation_line {j : (Fin 3 → ℝ) → (Fin 3 → ℝ)}
    {γ : ℝ → (Fin 3 → ℝ)} {t : Fin 3 → ℝ}
    (hj : HasFDerivAt j (LinearMap.toContinuousLinearMap J.mulVecLin) (γ 0))
    (hγ : HasDerivAt γ t 0) (ht : t ≠ 0) (h0 : ∀ᶠ s in nhds (0 : ℝ), j (γ s) = 0) :
    J.det = 0 := by
  -- the current along the line has derivative `J t` at `s = 0`, and it is zero near `s = 0`
  have h1 := hj.comp_hasDerivAt (0 : ℝ) hγ
  have h2 : HasDerivAt (j ∘ γ) 0 0 :=
    (hasDerivAt_const (0 : ℝ) (0 : Fin 3 → ℝ)).congr_of_eventuallyEq h0
  have h3 : J *ᵥ t = 0 := h1.unique h2
  exact Matrix.exists_mulVec_eq_zero_iff.1 ⟨t, ht, h3⟩
```

## (b) The characteristic polynomial

For $\operatorname{Tr}J=0$ and $\det J=0$, show that
$$\det(xI-J)=x\left(x^2-\tfrac12\operatorname{Tr}(J^2)\right).$$

**Solution.** Expanding the determinant for a general $J$ gives
$$\det(xI-J)=x^3-(\operatorname{Tr}J)\,x^2+m\,x-\det J,$$
where $m$ is the sum of the principal $2\times2$ minors,
$$m=J_{00}J_{11}+J_{00}J_{22}+J_{11}J_{22}-J_{01}J_{10}-J_{02}J_{20}-J_{12}J_{21}.$$
The trace of the square is
$$\operatorname{Tr}(J^2)=J_{00}^2+J_{11}^2+J_{22}^2+2\,(J_{01}J_{10}+J_{02}J_{20}+J_{12}J_{21}).$$
Subtracting this from $(\operatorname{Tr}J)^2$ leaves $2m$, so $m=\tfrac12\left[(\operatorname{Tr}J)^2-\operatorname{Tr}(J^2)\right]$. Setting the trace and the determinant to zero gives the claim.

The Lean proof compares the two polynomials at every real $x$ and expands both sides in the entries of $J$. The final `linear_combination` names the terms that vanish: $\left(-x^2+\tfrac x2\operatorname{Tr}J\right)\operatorname{Tr}J-\det J$.

```lean
/-- For a Jacobian with zero trace and zero determinant the characteristic polynomial is
`X (X² - Tr(J²)/2)`. -/
theorem charpoly_eq (ht : J.trace = 0) (hd : J.det = 0) :
    J.charpoly = X * (X ^ 2 - C (trSq J / 2)) := by
  rw [Matrix.trace_fin_three] at ht
  rw [Matrix.det_fin_three] at hd
  apply Polynomial.funext
  intro x
  simp [Matrix.charpoly, Matrix.det_fin_three, trSq, Matrix.trace_fin_three,
    Matrix.mul_apply, Fin.sum_univ_three]
  linear_combination (-x ^ 2 + x * (J 0 0 + J 1 1 + J 2 2) / 2) * ht - hd
```

## (c) The secular equation over the complex numbers

Under the same two conditions, show that a complex number $\mu$ is an eigenvalue of $J$ if and only if
$$\mu\left(\mu^2-\tfrac12\operatorname{Tr}(J^2)\right)=0.$$

**Solution.** The equation $Jv=\mu v$ is the same as $(\mu I-J)v=0$. It has a nonzero solution $v$ if and only if $\det(\mu I-J)=0$. The expansion in (b) used only algebra, so it holds for complex $\mu$ as well, and the determinant is the left-hand side above.

The code carries the two conditions over to the complex numbers (`ht'`, `hd'`) and repeats the expansion there as `hdet`. The library lemma `Matrix.exists_mulVec_eq_zero_iff` supplies the link between a vanishing determinant and a nonzero vector.

```lean
/-- For zero trace and zero determinant, the complex eigenvalues are the solutions of
`μ (μ² - Tr(J²)/2) = 0`. -/
theorem isEigenvalue_iff (ht : J.trace = 0) (hd : J.det = 0) (μ : ℂ) :
    IsEigenvalue J μ ↔ μ * (μ ^ 2 - (trSq J : ℂ) / 2) = 0 := by
  rw [Matrix.trace_fin_three] at ht
  rw [Matrix.det_fin_three] at hd
  have ht' : (J 0 0 : ℂ) + J 1 1 + J 2 2 = 0 := by exact_mod_cast ht
  have hd' := congrArg Complex.ofReal hd
  push_cast at hd'
  have hdet : (μ • (1 : Matrix (Fin 3) (Fin 3) ℂ) - J.map Complex.ofReal).det
      = μ * (μ ^ 2 - (trSq J : ℂ) / 2) := by
    rw [Matrix.det_fin_three]
    simp [trSq, Matrix.trace_fin_three, Matrix.mul_apply, Fin.sum_univ_three]
    linear_combination (-μ ^ 2 + μ * ((J 0 0 : ℂ) + J 1 1 + J 2 2) / 2) * ht' - hd'
  -- a nonzero eigenvector exists exactly when the secular determinant vanishes
  rw [← hdet, ← Matrix.exists_mulVec_eq_zero_iff]
  refine exists_congr fun v => and_congr_right fun _ => ?_
  rw [Matrix.sub_mulVec, Matrix.smul_mulVec, Matrix.one_mulVec, sub_eq_zero]
  exact eq_comm
```

## (d) All eigenvalues from one square root

Keep the two conditions, and let $z$ be a complex number with $z^2=\tfrac12\operatorname{Tr}(J^2)$. Show that the set of eigenvalues is
$$\{0,\;z,\;-z\}.$$

**Solution.** By (c), $\mu$ is an eigenvalue if and only if $\mu(\mu^2-z^2)=0$, that is, $\mu(\mu-z)(\mu+z)=0$. A product of complex numbers is zero only if a factor is zero, so $\mu$ is $0$, $z$ or $-z$. The chain of rewrites in Lean is this argument.

```lean
/-- For zero trace and zero determinant, if `z² = Tr(J²)/2` then the eigenvalues are exactly
`0`, `z` and `-z`. -/
theorem eigenvalues_of_sq (ht : J.trace = 0) (hd : J.det = 0) {z : ℂ}
    (hz : z ^ 2 = (trSq J : ℂ) / 2) (μ : ℂ) :
    IsEigenvalue J μ ↔ μ = 0 ∨ μ = z ∨ μ = -z := by
  rw [isEigenvalue_iff ht hd, ← hz, mul_eq_zero, sub_eq_zero, sq_eq_sq_iff_eq_or_eq_neg]
```

## (e) The criterion for a saddle

For $\operatorname{Tr}J=0$ and $\det J=0$, show that
$$J\text{ is a saddle}\iff\operatorname{Tr}(J^2)>0.$$

**Solution.** Suppose $J$ is a saddle with eigenvalues $0,\pm a$, where $a$ is real and nonzero. Inserting $\mu=a$ in (c) and dividing by $a$ gives $\operatorname{Tr}(J^2)=2a^2>0$.

Conversely, if $\operatorname{Tr}(J^2)>0$, then $a=\sqrt{\operatorname{Tr}(J^2)/2}$ is real and nonzero. Its square is $\tfrac12\operatorname{Tr}(J^2)$, so (d) with $z=a$ gives the eigenvalues $0,\pm a$.

The two bullets in the proof are these two directions.

```lean
/-- A Jacobian with zero trace and zero determinant is a saddle if and only if
`Tr(J²) > 0`. -/
theorem isSaddle_iff (ht : J.trace = 0) (hd : J.det = 0) : IsSaddle J ↔ 0 < trSq J := by
  constructor
  · rintro ⟨a, ha, h⟩
    have h1 := (isEigenvalue_iff ht hd a).1 ((h a).2 (Or.inr (Or.inl rfl)))
    have h2 : a * (a ^ 2 - trSq J / 2) = 0 := by exact_mod_cast h1
    have h3 := (mul_eq_zero.1 h2).resolve_left ha
    have h4 : 0 < a ^ 2 := by positivity
    linarith
  · intro h
    refine ⟨√(trSq J / 2), (Real.sqrt_pos.2 (by linarith)).ne',
      fun μ => eigenvalues_of_sq ht hd ?_ μ⟩
    have hs := Real.sq_sqrt (show 0 ≤ trSq J / 2 by linarith)
    exact_mod_cast hs
```

## (f) The criterion for a vortex

Under the same conditions, show that
$$J\text{ is a vortex}\iff\operatorname{Tr}(J^2)<0.$$

**Solution.** If $ia$ is an eigenvalue with $a$ real and nonzero, then (c) gives $(ia)^2=\tfrac12\operatorname{Tr}(J^2)$, so $\operatorname{Tr}(J^2)=-2a^2<0$.

Conversely, if $\operatorname{Tr}(J^2)<0$, take $a=\sqrt{-\operatorname{Tr}(J^2)/2}$, which is real and nonzero. Then $z=ia$ satisfies $z^2=-a^2=\tfrac12\operatorname{Tr}(J^2)$, and (d) gives the eigenvalues $0,\pm ia$.

In the first direction, `h3` and `h4` turn the complex equation into the real one, where the sign can be read off.

```lean
/-- A Jacobian with zero trace and zero determinant is a vortex if and only if
`Tr(J²) < 0`. -/
theorem isVortex_iff (ht : J.trace = 0) (hd : J.det = 0) : IsVortex J ↔ trSq J < 0 := by
  constructor
  · rintro ⟨a, ha, h⟩
    have h1 := (isEigenvalue_iff ht hd _).1 ((h (a * Complex.I)).2 (Or.inr (Or.inl rfl)))
    have h2 := (mul_eq_zero.1 h1).resolve_left
      (mul_ne_zero (Complex.ofReal_ne_zero.2 ha) Complex.I_ne_zero)
    have h3 : ((-(a ^ 2) - trSq J / 2 : ℝ) : ℂ) = 0 := by
      push_cast
      linear_combination h2 - (a : ℂ) ^ 2 * Complex.I_sq
    have h4 : -(a ^ 2) - trSq J / 2 = 0 := by exact_mod_cast h3
    have h5 : 0 < a ^ 2 := by positivity
    linarith
  · intro h
    refine ⟨√(-trSq J / 2), (Real.sqrt_pos.2 (by linarith)).ne',
      fun μ => eigenvalues_of_sq ht hd ?_ μ⟩
    have hs : ((√(-trSq J / 2) : ℝ) : ℂ) ^ 2 = -(trSq J : ℂ) / 2 := by
      exact_mod_cast Real.sq_sqrt (show 0 ≤ -trSq J / 2 by linarith)
    rw [mul_pow, Complex.I_sq, hs]
    ring
```

## (g) The cube of the Jacobian

Under the same conditions, show that
$$J^3=\tfrac12\operatorname{Tr}(J^2)\,J.$$

**Solution.** By the Cayley–Hamilton theorem, a matrix satisfies its own characteristic equation. Inserting $J$ for $x$ in (b) gives $J\left(J^2-\tfrac12\operatorname{Tr}(J^2)\,I\right)=0$, and multiplying out gives the claim. Lean takes the theorem from Mathlib as `Matrix.aeval_self_charpoly` and rewrites it with `charpoly_eq`.

```lean
/-- For zero trace and zero determinant the Jacobian satisfies `J³ = (Tr(J²)/2) J`. -/
theorem jacobian_cube (ht : J.trace = 0) (hd : J.det = 0) :
    J ^ 3 = (trSq J / 2) • J := by
  -- Cayley-Hamilton
  have hc := Matrix.aeval_self_charpoly J
  rw [charpoly_eq ht hd, map_mul, map_sub, map_pow, aeval_X, aeval_C,
    Algebra.algebraMap_eq_smul_one, mul_sub, mul_smul_comm, mul_one, sub_eq_zero] at hc
  rw [pow_succ']
  exact hc
```

## (h) The borderline between saddle and vortex

Under the same conditions, show that
$$\operatorname{Tr}(J^2)=0\iff J^3=0.$$

**Solution.** If $\operatorname{Tr}(J^2)=0$, then (g) gives $J^3=0$. Conversely, if $J^3=0$, then (g) says that the number $\tfrac12\operatorname{Tr}(J^2)$ times the matrix $J$ is zero. Either the number is zero or $J=0$, and in both cases $\operatorname{Tr}(J^2)=0$.

In this case (d) with $z=0$ leaves $0$ as the only eigenvalue. A simple shear, $\mathbf j=(x_1,0,0)$ in coordinates $(x_0,x_1,x_2)$, is an example with $J\neq0$.

```lean
/-- Borderline case: for zero trace and zero determinant, `Tr(J²) = 0` if and only if
`J³ = 0`. -/
theorem trSq_eq_zero_iff (ht : J.trace = 0) (hd : J.det = 0) :
    trSq J = 0 ↔ J ^ 3 = 0 := by
  rw [jacobian_cube ht hd, smul_eq_zero]
  constructor
  · intro h
    left
    linarith
  · rintro (h | h)
    · linarith
    · simp [trSq, h]
```

## (i) Strain against curl

For every real $J$, with no condition on its trace or determinant, show that
$$\operatorname{Tr}(J^2)=\sum_{i,j}S_{ij}^2-\tfrac12|\omega|^2.$$

**Solution.** Write $J=S+A$ with $S=\tfrac12(J+J^{\mathsf T})$ and $A=\tfrac12(J-J^{\mathsf T})$. Then
$$\operatorname{Tr}(J^2)=\operatorname{Tr}(S^2)+2\operatorname{Tr}(SA)+\operatorname{Tr}(A^2).$$

- Since $S$ is symmetric, $\operatorname{Tr}(S^2)=\sum_{i,j}S_{ij}^2$.
- A trace is unchanged by transposition, so $\operatorname{Tr}(SA)=\operatorname{Tr}(A^{\mathsf T}S^{\mathsf T})=-\operatorname{Tr}(AS)=-\operatorname{Tr}(SA)$, which is therefore zero.
- Since $A$ is antisymmetric, $\operatorname{Tr}(A^2)=-2\,(A_{21}^2+A_{02}^2+A_{10}^2)$. These three entries are half the components of $\omega$, so the result is $-\tfrac12|\omega|^2$.

Lean does not split the matrix. It writes both sides in the nine entries of $J$, and `ring` confirms that they agree.

```lean
/-- For every real Jacobian, `Tr(J²)` is the sum of the squared strain components minus half
the squared length of the curl. -/
theorem trSq_eq_strain_sub_curl (J : Matrix (Fin 3) (Fin 3) ℝ) :
    trSq J = ∑ i, ∑ j, strain J i j ^ 2 - (curl J ⬝ᵥ curl J) / 2 := by
  simp [trSq, strain, curl, Matrix.trace_fin_three, Matrix.mul_apply, dotProduct,
    Fin.sum_univ_three]
  ring
```

## (j) A vortex is where the curl wins

For $\operatorname{Tr}J=0$ and $\det J=0$, show that
$$J\text{ is a vortex}\iff\sum_{i,j}S_{ij}^2<\tfrac12|\omega|^2.$$

**Solution.** By (f), $J$ is a vortex if and only if $\operatorname{Tr}(J^2)<0$. By (i), this trace is the difference of the two sides, and a difference is negative when its first term is the smaller. A nonzero curl is therefore not sufficient for a vortex, because it has to outweigh the strain.

```lean
/-- A Jacobian with zero trace and zero determinant is a vortex if and only if half the squared
length of the curl exceeds the sum of the squared strain components. -/
theorem isVortex_iff_strain_lt_curl (ht : J.trace = 0) (hd : J.det = 0) :
    IsVortex J ↔ ∑ i, ∑ j, strain J i j ^ 2 < (curl J ⬝ᵥ curl J) / 2 := by
  rw [isVortex_iff ht hd, trSq_eq_strain_sub_curl, sub_neg]

end

end CurrentDensityStagnation
```

```lean
#print axioms CurrentDensityStagnation.det_eq_zero_of_stagnation_line
-- 'CurrentDensityStagnation.det_eq_zero_of_stagnation_line' depends on axioms: [propext, Classical.choice, Quot.sound]
#print axioms CurrentDensityStagnation.isSaddle_iff
-- 'CurrentDensityStagnation.isSaddle_iff' depends on axioms: [propext, Classical.choice, Quot.sound]
#print axioms CurrentDensityStagnation.trSq_eq_zero_iff
-- 'CurrentDensityStagnation.trSq_eq_zero_iff' depends on axioms: [propext, Classical.choice, Quot.sound]
#print axioms CurrentDensityStagnation.isVortex_iff_strain_lt_curl
-- 'CurrentDensityStagnation.isVortex_iff_strain_lt_curl' depends on axioms: [propext, Classical.choice, Quot.sound]
```

## A vortex in numbers

Take $\mathbf j=(x_0-2x_1,\;x_0-x_1,\;0)$, which vanishes on the axis $x_0=x_1=0$. Then
$$J=\begin{pmatrix}1&-2&0\\1&-1&0\\0&0&0\end{pmatrix},\qquad J^2=\begin{pmatrix}-1&0&0\\0&-1&0\\0&0&0\end{pmatrix}.$$
The trace and determinant of $J$ are zero and $\operatorname{Tr}(J^2)=-2$, so the axis is a vortex line with eigenvalues $0,\pm i$.

The strain has diagonal entries $1,-1,0$ and the off-diagonal entry $-\tfrac12$ twice, so its squares sum to $\tfrac52$. The curl is $(0,0,3)$, and half its square is $\tfrac92$. The difference is $-2$, as (i) requires.

Changing the entry $-2$ to $+2$ gives $\operatorname{Tr}(J^2)=6$ and a saddle with eigenvalues $0,\pm\sqrt3$, although the curl $(0,0,-1)$ is still nonzero.

## Isolated stagnation points

At a zero of the current where $\operatorname{Tr}J=0$ but $\det J\neq0$, the expansion in (b) keeps its last term:
$$\det(xI-J)=x^3-\tfrac12\operatorname{Tr}(J^2)\,x-\det J.$$
A negative $\operatorname{Tr}(J^2)$ still forces a non-real pair of eigenvalues, but a positive one no longer guarantees that all eigenvalues are real. The discriminant of this cubic shows that a non-real pair occurs when $\left[\operatorname{Tr}(J^2)\right]^3<54\,(\det J)^2$. This extension is worked by hand only and has no theorem in the code above.
